# An energy proportional to the squared overlap of two Gaussians falls below any dispersion tail at large distance

A: Take two normalized Gaussians on a line, with exponents $a, b > 0$ and centres a distance $R$ apart. Their overlap is

$$S(R) = \sqrt{\frac{2\sqrt{ab}}{a+b}}\;\exp\!\left(-\frac{abR^2}{a+b}\right).$$

Suppose a spurious binding energy has magnitude $K\,S(R)^2$ with a fixed $K > 0$. Then for every $C_6 > 0$ there is a distance $R_0$ beyond which it is smaller than the dispersion energy $C_6/R^6$. The same holds for $K\,S(R)^m$ against $C/R^n$, for every $C > 0$, every whole number $m \ge 1$ and every whole number $n \ge 0$.

Q: "Suppose" carries a lot there. Basis-set superposition error comes from an electronic-structure calculation in which each fragment borrows its neighbour's functions. Where is that calculation?

A: It isn't there. The form $K\,S^m$ is postulated. The picture behind $m = 2$ is second-order: if the coupling between an orbital and a borrowed function is proportional to their overlap, the energy lowering goes as the overlap squared, and $K$ collects the proportionality constant and the energy gap. The coefficient $C_6$ is also given; it stands for the strength of the leading London attraction between the fragments. Both energies are compared as positive magnitudes.

Q: Then is the overlap postulated too?

A: No, it is an integral of actual functions. The file works over the real numbers with Mathlib's integral.

```lean
import Mathlib

open Real MeasureTheory

namespace GaussianOverlapTail

noncomputable section
```

The orbital with exponent $a$ and centre $c$ is $(2a/\pi)^{1/4}e^{-a(x-c)^2}$. The fourth root is written as a square root of a square root.

```lean
/-- The one-dimensional Gaussian orbital with exponent `a > 0` centred at `c`,
with prefactor `(2a/π)^(1/4)`. -/
def gaussian (a c x : ℝ) : ℝ := √(√(2 * a / π)) * exp (-a * (x - c) ^ 2)
```

The overlap puts one centre at $0$ and the other at $R$, and integrates the product over the whole line.

```lean
/-- The overlap integral of two Gaussian orbitals with exponents `a, b > 0`
whose centres are `R` apart. -/
def overlap (a b R : ℝ) : ℝ := ∫ x, gaussian a 0 x * gaussian b R x
```

Q: Nothing in those definitions says that the functions are normalized, or that the integral has your closed form.

A: Both are proved, and both come from the product of two Gaussians. Let the centres be $A$ and $B$. The exponents add up to

$$a(x-A)^2 + b(x-B)^2 = (a+b)x^2 - 2(aA+bB)x + aA^2 + bB^2.$$

Completing the square gives $(a+b)(x-P)^2$ with $P = (aA+bB)/(a+b)$, and leaves the remainder

$$aA^2+bB^2-\frac{(aA+bB)^2}{a+b} = \frac{ab\,(A-B)^2}{a+b}.$$

The prefactors combine to

$$\left(\frac{2a}{\pi}\right)^{1/4}\left(\frac{2b}{\pi}\right)^{1/4} = \left(\frac{4ab}{\pi^2}\right)^{1/4} = \sqrt{\frac{2\sqrt{ab}}{\pi}}.$$

So the product is a single Gaussian at $P$, damped by a factor that depends only on the distance. In the proof below, `hN` is the prefactor identity and `e` is the completed square.

```lean
/-- Gaussian product theorem: for positive exponents, the product of two Gaussian orbitals is
a single Gaussian at the weighted centre, damped by the distance between the two centres. -/
theorem gaussian_mul {a b : ℝ} (ha : 0 < a) (hb : 0 < b) (A B x : ℝ) :
    gaussian a A x * gaussian b B x =
      √(2 * √(a * b) / π) * exp (-(a * b / (a + b) * (A - B) ^ 2)) *
        exp (-(a + b) * (x - (a * A + b * B) / (a + b)) ^ 2) := by
  have hab : a + b ≠ 0 := by positivity
  -- the two normalization constants combine
  have hN : √(√(2 * a / π)) * √(√(2 * b / π)) = √(2 * √(a * b) / π) := by
    rw [← Real.sqrt_mul (Real.sqrt_nonneg _), ← Real.sqrt_mul (by positivity)]
    congr 1
    have h : 2 * a / π * (2 * b / π) = (2 / π) ^ 2 * (a * b) := by ring
    rw [h, Real.sqrt_mul (by positivity), Real.sqrt_sq (by positivity)]
    ring
  -- completing the square in the exponent
  have e : exp (-a * (x - A) ^ 2) * exp (-b * (x - B) ^ 2) =
      exp (-(a * b / (a + b) * (A - B) ^ 2)) *
        exp (-(a + b) * (x - (a * A + b * B) / (a + b)) ^ 2) := by
    rw [← Real.exp_add, ← Real.exp_add]
    congr 1
    field_simp
    ring
  unfold gaussian
  rw [← hN]
  linear_combination (√(√(2 * a / π)) * √(√(2 * b / π))) * e
```

Q: And the integral of that single Gaussian?

A: Shifting the variable removes the centre, so $\int e^{-p(x-P)^2}dx = \sqrt{\pi/p}$. The lemma uses the translation invariance of the integral and Mathlib's Gaussian integral. It is applied only with $p > 0$.

```lean
/-- For `p > 0`, the Gaussian `exp(-p(x-P)²)` has integral `√(π/p)`, wherever it is centred. (For
`p ≤ 0` both sides are `0` by Lean's conventions.) -/
theorem integral_shifted (p P : ℝ) :
    ∫ x : ℝ, exp (-p * (x - P) ^ 2) = √(π / p) :=
  (integral_sub_right_eq_self (fun x : ℝ => exp (-p * x ^ 2)) P).trans (integral_gaussian p)
```

For normalization, set $b = a$ and $A = B = c$. The damping factor is then $1$, and the integral of the square is $\sqrt{2a/\pi}\,\sqrt{\pi/(2a)} = 1$.

```lean
/-- A Gaussian orbital with positive exponent is normalized, wherever it is centred. -/
theorem gaussian_normalized {a : ℝ} (ha : 0 < a) (c : ℝ) :
    ∫ x, gaussian a c x ^ 2 = 1 := by
  simp_rw [sq (gaussian a c _), gaussian_mul ha ha]
  rw [integral_const_mul, integral_shifted]
  have e : exp (-(a * a / (a + a) * (c - c) ^ 2)) = 1 := by simp
  have h : 2 * a / π * (π / (2 * a)) = 1 := by field_simp
  rw [e, mul_one, Real.sqrt_mul_self ha.le, ← two_mul a,
    ← Real.sqrt_mul (by positivity), h, Real.sqrt_one]
```

For the overlap, set $A = 0$, $B = R$ and $p = a+b$:

$$S(R) = \sqrt{\frac{2\sqrt{ab}}{\pi}}\,\sqrt{\frac{\pi}{a+b}}\;e^{-abR^2/(a+b)} = \sqrt{\frac{2\sqrt{ab}}{a+b}}\;e^{-abR^2/(a+b)}.$$

The Lean proof does the same: it rewrites the integrand with `gaussian_mul`, takes the constant out of the integral, and merges the two roots in `h`.

```lean
/-- The overlap of two normalized Gaussians with positive exponents `a`, `b` at distance `R`
is `√(2√(ab)/(a+b)) exp(-abR²/(a+b))`. -/
theorem overlap_eq {a b : ℝ} (ha : 0 < a) (hb : 0 < b) (R : ℝ) :
    overlap a b R = √(2 * √(a * b) / (a + b)) * exp (-(a * b * R ^ 2 / (a + b))) := by
  unfold overlap
  simp_rw [gaussian_mul ha hb]
  rw [integral_const_mul, integral_shifted]
  have h : √(2 * √(a * b) / π) * √(π / (a + b)) = √(2 * √(a * b) / (a + b)) := by
    rw [← Real.sqrt_mul (by positivity)]
    congr 1
    field_simp
  have e : a * b / (a + b) * (0 - R) ^ 2 = a * b * R ^ 2 / (a + b) := by ring
  rw [e, ← h]
  ring
```

Q: Fine, the overlap is honest. A Gaussian beats a power law, as everyone knows. How do you turn that into a definite $R_0$?

A: First I discard the square-root prefactor. Since $(\sqrt a - \sqrt b)^2 \ge 0$, we have $2\sqrt{ab} \le a+b$, so the prefactor is at most $1$. With $\mu = ab/(a+b)$ this gives

$$0 < S(R) \le e^{-\mu R^2}.$$

The final `nlinarith` is given that square, together with $(\sqrt a)^2 = a$ and $(\sqrt b)^2 = b$.

```lean
/-- For positive exponents the overlap is positive and at most `exp(-μR²)`,
where `μ = ab/(a+b)`. -/
theorem overlap_bounds {a b : ℝ} (ha : 0 < a) (hb : 0 < b) (R : ℝ) :
    0 < overlap a b R ∧ overlap a b R ≤ exp (-(a * b / (a + b) * R ^ 2)) := by
  have e : a * b / (a + b) * R ^ 2 = a * b * R ^ 2 / (a + b) := by ring
  rw [overlap_eq ha hb, e]
  refine ⟨by positivity, mul_le_of_le_one_left (Real.exp_pos _).le ?_⟩
  -- the geometric mean of the exponents is at most their arithmetic mean
  refine Real.sqrt_le_iff.2 ⟨zero_le_one, ?_⟩
  rw [one_pow, div_le_one (by positivity), Real.sqrt_mul ha.le]
  nlinarith [sq_nonneg (√a - √b), Real.sq_sqrt ha.le, Real.sq_sqrt hb.le]
```

Now let $R > 1$. Then $R^2 > R$, so $S(R) \le e^{-\mu R} \le 1$. A number between $0$ and $1$ does not grow when raised to a power $m \ge 1$, hence $S(R)^m \le e^{-\mu R}$ as well. Next, keep one term of the exponential series:

$$e^{\mu R} \ge \frac{(\mu R)^{n+1}}{(n+1)!}.$$

Together these give

$$K\,S(R)^m R^n \le K R^n e^{-\mu R} \le \frac{K\,(n+1)!}{\mu^{n+1} R},$$

and the right-hand side is below $C$ once $R > K\,(n+1)!/(\mu^{n+1}C)$. So $R_0$ can be the larger of $1$ and that number.

Q: Before I see the proof, read me the statement. I want to know what may depend on what.

A: The exponents, $K$, $C$, $m$ and $n$ are all fixed first. Then `∃ R₀ > 0, ∀ R > R₀` says that one positive distance works for every larger one. So $R_0$ may depend on $K$, but $K$ may not change with $R$. The powers are natural numbers, and `hm : m ≠ 0` excludes the constant energy $K\,S^0 = K$, which has no decay at all. Your dispersion case is $m = 2$, $n = 6$.

In the proof, `F` is $(n+1)!$, `hSm` is the bound on $S^m$, and `hexp` is the single term of the series. The inequality `h3` says $KR^n < C e^{\mu R}$, and the last calculation multiplies it by $e^{-\mu R}$.

```lean
/-- An energy `K S(R)^m` with `K > 0` and `m ≥ 1`, driven by the overlap of two Gaussians with
positive exponents, falls below any inverse-power tail `C/Rⁿ` with `C > 0` beyond some distance. -/
theorem overlap_below_power_tail {a b K C : ℝ} (ha : 0 < a) (hb : 0 < b)
    (hK : 0 < K) (hC : 0 < C) {m : ℕ} (hm : m ≠ 0) (n : ℕ) :
    ∃ R₀ > 0, ∀ R > R₀, K * overlap a b R ^ m < C / R ^ n := by
  obtain ⟨μ, hμ⟩ : ∃ μ, μ = a * b / (a + b) := ⟨_, rfl⟩
  have hμ0 : 0 < μ := by rw [hμ]; positivity
  obtain ⟨F, hF⟩ : ∃ F : ℝ, F = ((n + 1).factorial : ℝ) := ⟨_, rfl⟩
  have hF0 : 0 < F := by rw [hF]; positivity
  refine ⟨max 1 (K * F / (μ ^ (n + 1) * C)), lt_max_of_lt_left one_pos, fun R hR => ?_⟩
  have h1 : 1 < R := (le_max_left _ _).trans_lt hR
  have h2 : K * F / (μ ^ (n + 1) * C) < R := (le_max_right _ _).trans_lt hR
  have hR0 : 0 < R := one_pos.trans h1
  rw [div_lt_iff₀ (by positivity)] at h2
  obtain ⟨hS0, hS⟩ := overlap_bounds ha hb R
  rw [← hμ] at hS
  have hSe : overlap a b R ≤ exp (-(μ * R)) := by
    refine hS.trans (Real.exp_le_exp.2 (neg_le_neg ?_))
    exact mul_le_mul_of_nonneg_left (by nlinarith) hμ0.le
  have hS1 : overlap a b R ≤ 1 :=
    hSe.trans (Real.exp_le_one_iff.2 (neg_nonpos.2 (by positivity)))
  have hSm : overlap a b R ^ m ≤ exp (-(μ * R)) :=
    (pow_le_of_le_one hS0.le hS1 hm).trans hSe
  -- one term of the exponential series already beats the power of `R`
  have hexp := Real.pow_div_factorial_le_exp (μ * R) (by positivity) (n + 1)
  rw [← hF, div_le_iff₀ hF0] at hexp
  have h3 : K * R ^ n < C * exp (μ * R) := by
    refine lt_of_mul_lt_mul_right ?_ hF0.le
    calc K * R ^ n * F = K * F * R ^ n := by ring
      _ < R * (μ ^ (n + 1) * C) * R ^ n := mul_lt_mul_of_pos_right h2 (by positivity)
      _ = C * (μ * R) ^ (n + 1) := by ring
      _ ≤ C * (exp (μ * R) * F) := mul_le_mul_of_nonneg_left hexp hC.le
      _ = C * exp (μ * R) * F := by ring
  rw [lt_div_iff₀ (by positivity)]
  calc K * overlap a b R ^ m * R ^ n = K * R ^ n * overlap a b R ^ m := by ring
    _ ≤ K * R ^ n * exp (-(μ * R)) := mul_le_mul_of_nonneg_left hSm (by positivity)
    _ < C * exp (μ * R) * exp (-(μ * R)) := mul_lt_mul_of_pos_right h3 (Real.exp_pos _)
    _ = C := by rw [mul_assoc, ← Real.exp_add, add_neg_cancel, Real.exp_zero, mul_one]
```

Q: That $R_0$ throws away the square in the exponent. For $m = 2$ and $n = 6$ it contains $7!$. Can you give me a better distance for the case I care about?

A: Yes, unless the functions are very tight, by keeping $R^2$. For $\mu \le 14$ the result is never larger than the $R_0$ above; for $\mu \ge 15$ it can be, for some values of $K/C_6$. Squaring the bound gives $S(R)^2 \le e^{-2\mu R^2}$, and the fourth-order term of the series gives

$$e^{2\mu R^2} \ge \frac{(2\mu R^2)^4}{24} = \frac{2\mu^4R^8}{3}.$$

Therefore

$$K\,S(R)^2R^6 \le \frac{3K}{2\mu^4R^2},$$

which is below $C_6$ whenever $3K < 2\mu^4C_6R^2$. For positive $R$ and $C_6$ this condition reads

$$R > \frac{1}{\mu^2}\sqrt{\frac{3K}{2C_6}}.$$

It is a sufficient distance, not the point where the two curves cross; for small enough $K$ they do not cross at all. With $K$ and $C_6$ held fixed, halving both exponents halves $\mu$ and makes this sufficient distance four times as large; that factor belongs to the estimate and is not the growth of the true crossing distance.

Q: The theorem doesn't seem to assume $C_6 > 0$ or $R > 0$.

A: It assumes $K > 0$, so the left side of the condition is positive and the right side must be too. That forces $C_6 > 0$ and $R \ne 0$, which the proof extracts as `hC` and `hR`. A negative $R$ just places the second centre to the left of the first, and only even powers of $R$ appear. After that, `hS2` is the squared bound, `hexp` is the fourth-order term, and `h3` is $KR^6 < C_6e^{2\mu R^2}$.

```lean
/-- An explicit distance for the dispersion tail: for positive `a`, `b`, `K` and with
`μ = ab/(a+b)`, the energy `K S(R)²` is below `C₆/R⁶` as soon as `3K < 2μ⁴C₆R²`. -/
theorem overlap_sq_below_dispersion {a b K C₆ R : ℝ} (ha : 0 < a) (hb : 0 < b)
    (hK : 0 < K) (h : 3 * K < 2 * (a * b / (a + b)) ^ 4 * C₆ * R ^ 2) :
    K * overlap a b R ^ 2 < C₆ / R ^ 6 := by
  obtain ⟨hS0, hS⟩ := overlap_bounds ha hb R
  obtain ⟨μ, hμ⟩ : ∃ μ, μ = a * b / (a + b) := ⟨_, rfl⟩
  have hμ0 : 0 < μ := by rw [hμ]; positivity
  rw [← hμ] at h hS
  have hR : R ≠ 0 := by
    intro h0
    have hz : 2 * μ ^ 4 * C₆ * R ^ 2 = 0 := by rw [h0]; ring
    linarith
  have hC : 0 < C₆ := by
    have h0 : 0 < (2 * μ ^ 4 * R ^ 2) * C₆ := by linarith
    exact (mul_pos_iff_of_pos_left (by positivity)).1 h0
  have hS2 : overlap a b R ^ 2 ≤ exp (-(2 * μ * R ^ 2)) := by
    calc overlap a b R ^ 2 ≤ exp (-(μ * R ^ 2)) ^ 2 := pow_le_pow_left₀ hS0.le hS 2
      _ = exp (-(2 * μ * R ^ 2)) := by
        rw [sq, ← Real.exp_add]
        congr 1
        ring
  -- the fourth-order term of the exponential series
  have hexp := Real.pow_div_factorial_le_exp (2 * μ * R ^ 2) (by positivity) 4
  have hfac : ((Nat.factorial 4 : ℕ) : ℝ) = 24 := by norm_num [Nat.factorial]
  rw [hfac, div_le_iff₀ (by norm_num)] at hexp
  have h3 : K * R ^ 6 < C₆ * exp (2 * μ * R ^ 2) := by
    have h4 := mul_lt_mul_of_pos_right h (show 0 < R ^ 6 by positivity)
    have h5 := mul_le_mul_of_nonneg_left hexp hC.le
    have h6 : C₆ * (2 * μ * R ^ 2) ^ 4 = 8 * (2 * μ ^ 4 * C₆ * R ^ 2 * R ^ 6) := by ring
    linarith
  rw [lt_div_iff₀ (by positivity)]
  calc K * overlap a b R ^ 2 * R ^ 6 = K * R ^ 6 * overlap a b R ^ 2 := by ring
    _ ≤ K * R ^ 6 * exp (-(2 * μ * R ^ 2)) := mul_le_mul_of_nonneg_left hS2 (by positivity)
    _ < C₆ * exp (2 * μ * R ^ 2) * exp (-(2 * μ * R ^ 2)) :=
      mul_lt_mul_of_pos_right h3 (Real.exp_pos _)
    _ = C₆ := by rw [mul_assoc, ← Real.exp_add, add_neg_cancel, Real.exp_zero, mul_one]
```

Q: Here is my real objection. I have seen binding curves without any dispersion in the method that looked quite convincing near the minimum. Your theorem seems to say that can't happen.

A: It says nothing against it. At any one distance $R > 0$ the model can match the dispersion energy exactly: choose

$$K = \frac{C_6}{R^6\,S(R)^2},$$

which is positive and finite because $S(R) > 0$. Here $K$ is chosen after $R$, the reverse of the order in the tail theorem. Once this $K$ is kept and the fragments are pulled apart, the tail theorem applies to it, and the agreement is lost at large distance.

```lean
/-- At any single distance `R > 0`, and for positive `a`, `b`, `C₆`, some strength `K > 0`
makes `K S(R)²` equal to `C₆/R⁶`. -/
theorem overlap_sq_matches_at_one_distance {a b C₆ R : ℝ} (ha : 0 < a) (hb : 0 < b)
    (hC : 0 < C₆) (hR : 0 < R) :
    ∃ K > 0, K * overlap a b R ^ 2 = C₆ / R ^ 6 := by
  have hS := (overlap_bounds ha hb R).1
  exact ⟨C₆ / R ^ 6 / overlap a b R ^ 2, by positivity, div_mul_cancel₀ _ (by positivity)⟩

end

end GaussianOverlapTail
```

```lean
#print axioms GaussianOverlapTail.gaussian_normalized
-- 'GaussianOverlapTail.gaussian_normalized' depends on axioms: [propext, Classical.choice, Quot.sound]
#print axioms GaussianOverlapTail.overlap_below_power_tail
-- 'GaussianOverlapTail.overlap_below_power_tail' depends on axioms: [propext, Classical.choice, Quot.sound]
#print axioms GaussianOverlapTail.overlap_sq_below_dispersion
-- 'GaussianOverlapTail.overlap_sq_below_dispersion' depends on axioms: [propext, Classical.choice, Quot.sound]
#print axioms GaussianOverlapTail.overlap_sq_matches_at_one_distance
-- 'GaussianOverlapTail.overlap_sq_matches_at_one_distance' depends on axioms: [propext, Classical.choice, Quot.sound]
```

Q: So what may I conclude about a real calculation?

A: Something limited. In this one-dimensional model, with one Gaussian per centre and a fixed strength $K$, agreement with a dispersion energy at a single geometry does not show that the attraction has the right long-range form; the decay with distance has to be examined as well. A real basis has many functions in three dimensions, and its superposition error comes out of a full electronic-structure calculation. One way to carry the argument over would be to bound that error by a constant times a power of such an overlap. No such bound is proved here; the model simply postulates an energy of that form.
